# Absorption autocorrelation and Raman fundamental overlap of a displaced harmonic oscillator

A molecule in its vibrational ground state absorbs light and is moved vertically to an upper electronic surface with a displaced minimum. Let ω be the vibrational frequency and S the Huang-Rhys factor, the mean number of vibrational quanta that the vertical move creates.

For small S, two upper levels suffice to find the overlap of the initial state with the first excited state of the lower surface. To first order in √S, the initial state has amplitudes 1 and √S on levels 0 and 1, and the excited state has −√S and 1 there. The excited state also has amplitude √(2S) on level 2, but the initial state has only an amplitude of order S on that level, so the product is negligible. The overlap is zero at first. After time t, level 1 has gained the phase z = exp(−iωt) relative to level 0, and the overlap is

−√S + √S z.

Motion on the upper surface has thus opened the Raman fundamental, the transition that leaves one quantum in the lower state.

The problems below keep all levels, for one undamped harmonic mode with equal frequencies on both surfaces and a constant transition dipole. Within this model, the results give reference values for wave-packet calculations of absorption and resonance Raman spectra.

## Amplitudes and overlaps

```lean
import Mathlib

open Filter Topology

namespace DisplacedOscillatorScattering

noncomputable section
```

Set ħ = 1. The Poisson weights are pₙ = exp(−S) Sⁿ/n!, with S real and n = 0, 1, 2, …

```lean
/-- The Poisson weight `exp(-S) S^n / n!` of the `n`-th vibrational level. -/
def poissonWeight (S : ℝ) (n : ℕ) : ℝ :=
  Real.exp (-S) * S ^ n / (n.factorial : ℝ)
```

Let b lower the upper-surface mode. The lower-surface mode is a = b − √S; the opposite sign of the displacement would reverse the sign of the Raman overlap. The lower ground state has amplitudes cₙ, called `zeroAmp`:

cₙ = exp(−S/2) (√S)ⁿ/√(n!).

```lean
/-- Amplitude of the lower-surface vibrational ground state on level `n` of the
displaced upper surface, for Huang-Rhys factor `S ≥ 0`. -/
def zeroAmp (S : ℝ) (n : ℕ) : ℝ :=
  Real.exp (-S / 2) * √S ^ n / √(n.factorial : ℝ)
```

Applying a† = b† − √S gives the amplitudes dₙ of the first excited state, called `oneAmp`:

d₀ = −√S c₀, dₙ₊₁ = √(n+1) cₙ − √S cₙ₊₁.

```lean
/-- Amplitude of the first excited lower-surface state on upper level `n`, obtained by
applying the shifted creation operator `b† - √S` to the ground state, for `S ≥ 0`. -/
def oneAmp (S : ℝ) : ℕ → ℝ
  | 0 => -√S * zeroAmp S 0
  | n + 1 => √((n : ℝ) + 1) * zeroAmp S n - √S * zeroAmp S (n + 1)
```

The phase per quantum is z. Energies are measured from the minimum of the upper surface, and the common zero-point phase is left out.

```lean
/-- The phase `z = exp(-iωt)` gained per vibrational quantum in time `t`. -/
def phase (ω t : ℝ) : ℂ := Complex.exp (((-(ω * t) : ℝ) : ℂ) * Complex.I)
```

The autocorrelation and the Raman overlap are sums over upper levels:

C(t) = ∑ cₙ² zⁿ, R(t) = ∑ dₙcₙ zⁿ.

```lean
/-- The absorption autocorrelation function: overlap of the initial ground state with itself after
time `t` on the upper surface, for `S ≥ 0` and without the zero-point phase. -/
def autocorrelation (S ω t : ℝ) : ℂ :=
  ∑' n : ℕ, ((zeroAmp S n ^ 2 : ℝ) : ℂ) * phase ω t ^ n

/-- The Raman overlap of the fundamental: overlap of the first excited lower-surface state with the
ground state propagated for time `t` on the upper surface, for `S ≥ 0` and without the zero-point
phase. -/
def ramanOverlap (S ω t : ℝ) : ℂ :=
  ∑' n : ℕ, ((oneAmp S n * zeroAmp S n : ℝ) : ℂ) * phase ω t ^ n
```

Lean works with these number sequences. Identifying them with overlaps of oscillator wavefunctions that evolve under the upper-surface Hamiltonian is the physical step left to the reader.

## (a) The state annihilated by a

Show, level by level, that a annihilates the lower ground state:

√(n+1) cₙ₊₁ = √S cₙ.

**Solution.** Since √((n+1)!) = √(n+1) √(n!),

√(n+1) cₙ₊₁ = exp(−S/2) (√S)ⁿ⁺¹/√(n!) = √S cₙ.

The left side is component n of b acting on the state, so b − √S gives zero. In Lean, `h` splits the factorial and `field_simp` cancels the roots.

```lean
/-- For `S ≥ 0` the lower ground state is an eigenstate of the upper-surface lowering operator with
eigenvalue `√S`, written out level by level. -/
theorem zeroAmp_lowering (S : ℝ) (n : ℕ) :
    √((n : ℝ) + 1) * zeroAmp S (n + 1) = √S * zeroAmp S n := by
  have h : √((n + 1).factorial : ℝ) = √((n : ℝ) + 1) * √(n.factorial : ℝ) := by
    rw [← Real.sqrt_mul (by positivity : (0 : ℝ) ≤ (n : ℝ) + 1), Nat.factorial_succ,
      Nat.cast_mul, Nat.cast_add, Nat.cast_one]
  have h1 : √((n : ℝ) + 1) ≠ 0 := (Real.sqrt_pos.mpr (by positivity)).ne'
  have h2 : √(n.factorial : ℝ) ≠ 0 := (Real.sqrt_pos.mpr (by positivity)).ne'
  unfold zeroAmp
  rw [h, pow_succ]
  field_simp
```

## (b) Franck-Condon factors

For S ≥ 0, show that the level populations are Poissonian:

cₙ² = pₙ.

**Solution.** Square the three factors: exp(−S/2)² = exp(−S), (√S)²ⁿ = Sⁿ and √(n!)² = n!. The Lean proof does the same, and uses S ≥ 0 for the second.

```lean
/-- For `S ≥ 0` the Franck-Condon factors of the ground state are the Poisson weights. -/
theorem zeroAmp_sq {S : ℝ} (hS : 0 ≤ S) (n : ℕ) :
    zeroAmp S n ^ 2 = poissonWeight S n := by
  have he : Real.exp (-S / 2) ^ 2 = Real.exp (-S) := by
    rw [sq, ← Real.exp_add]
    congr 1
    ring
  have hf : √(n.factorial : ℝ) ^ 2 = (n.factorial : ℝ) := Real.sq_sqrt (Nat.cast_nonneg _)
  unfold zeroAmp poissonWeight
  rw [div_pow, mul_pow, he, hf, ← pow_mul, mul_comm n 2, pow_mul, Real.sq_sqrt hS]
```

## (c) Products of the two amplitudes

For S > 0, show that

dₙcₙ = pₙ(n − S)/√S.

**Solution.** First, √S dₙ = (n − S)cₙ. At n = 0 both sides are −S c₀. At level n+1, part (a) gives

√S dₙ₊₁ = √(n+1) √S cₙ − S cₙ₊₁ = (n + 1 − S)cₙ₊₁.

Multiply by cₙ, use (b) and divide by √S. The intermediate identity is `key`; `cases n` separates level 0 from the rest.

```lean
/-- For `S > 0` the product of the two Franck-Condon amplitudes that enters the Raman
fundamental is the Poisson weight times `(n - S)/√S`. -/
theorem oneAmp_mul_zeroAmp {S : ℝ} (hS : 0 < S) (n : ℕ) :
    oneAmp S n * zeroAmp S n = poissonWeight S n * ((n : ℝ) - S) / √S := by
  have hs : √S * √S = S := Real.mul_self_sqrt hS.le
  have key : oneAmp S n * √S = ((n : ℝ) - S) * zeroAmp S n := by
    cases n with
    | zero =>
      simp only [oneAmp, Nat.cast_zero]
      linear_combination (-zeroAmp S 0) * hs
    | succ n =>
      have q : √((n : ℝ) + 1) * √((n : ℝ) + 1) = (n : ℝ) + 1 :=
        Real.mul_self_sqrt (by positivity)
      simp only [oneAmp, Nat.cast_add, Nat.cast_one]
      linear_combination (-√((n : ℝ) + 1)) * zeroAmp_lowering S n
        + zeroAmp S (n + 1) * q - zeroAmp S (n + 1) * hs
  rw [eq_div_iff (Real.sqrt_pos.mpr hS).ne', ← zeroAmp_sq hS.le n]
  linear_combination zeroAmp S n * key
```

## (d) Generating function of the weights

For every complex z, sum the series:

∑ pₙzⁿ = exp(−S(1 − z)).

**Solution.** Take out exp(−S) and use the exponential series:

exp(−S) ∑ (Sz)ⁿ/n! = exp(−S) exp(Sz).

`HasSum` states that the series converges to this value. At z = 1 the sum is 1, so for S ≥ 0 the amplitudes cₙ are normalised.

```lean
/-- The generating function of the Poisson weights is `exp(-S(1-z))` for every complex `z`. -/
theorem poisson_generating (S : ℝ) (z : ℂ) :
    HasSum (fun n : ℕ => (poissonWeight S n : ℂ) * z ^ n)
      (Complex.exp (-(S : ℂ) * (1 - z))) := by
  have h : HasSum (fun n : ℕ => ((S : ℂ) * z) ^ n / (n.factorial : ℂ))
      (Complex.exp ((S : ℂ) * z)) := by
    rw [Complex.exp_eq_exp_ℂ]
    exact NormedSpace.expSeries_div_hasSum_exp _
  have e : -(S : ℂ) * (1 - z) = -(S : ℂ) + (S : ℂ) * z := by ring
  have hf : (fun n : ℕ => (poissonWeight S n : ℂ) * z ^ n) =
      fun n : ℕ => Complex.exp (-(S : ℂ)) * (((S : ℂ) * z) ^ n / (n.factorial : ℂ)) := by
    funext n
    simp only [poissonWeight]
    push_cast
    ring
  rw [e, Complex.exp_add, hf]
  exact h.mul_left _
```

## (e) The series for the fundamental

For S > 0 and every complex z, show that

∑ pₙ(n − S)zⁿ/√S = √S(z − 1)exp(−S(1 − z)).

**Solution.** Write E = exp(−S(1 − z)). The recurrence (n+1)pₙ₊₁ = S pₙ shifts the sum by one level:

∑ n pₙzⁿ = ∑ (n+1)pₙ₊₁zⁿ⁺¹ = Sz E.

Subtract S E, from (d), and divide by √S. In Lean, `hg` is the shifted sum and `hg.sub` performs the subtraction.

```lean
/-- For `S > 0` the Poisson weights times `(n - S)/√S` have the generating function
`√S (z - 1) exp(-S(1-z))`. -/
theorem raman_generating {S : ℝ} (hS : 0 < S) (z : ℂ) :
    HasSum (fun n : ℕ => ((poissonWeight S n * ((n : ℝ) - S) / √S : ℝ) : ℂ) * z ^ n)
      (((√S : ℝ) : ℂ) * (z - 1) * Complex.exp (-(S : ℂ) * (1 - z))) := by
  have hp := poisson_generating S z
  set E := Complex.exp (-(S : ℂ) * (1 - z))
  -- the recurrence (n+1) p_(n+1) = S p_n shifts the sum by one level
  have hg : HasSum (fun n : ℕ => (poissonWeight S n : ℂ) * (n : ℂ) * z ^ n)
      ((S : ℂ) * z * E) := by
    rw [← hasSum_nat_add_iff' 1]
    simp only [Finset.sum_range_one, Nat.cast_zero, mul_zero, zero_mul, sub_zero]
    have hf : (fun n : ℕ => (S : ℂ) * z * ((poissonWeight S n : ℂ) * z ^ n)) =
        fun n : ℕ => (poissonWeight S (n + 1) : ℂ) * ((n + 1 : ℕ) : ℂ) * z ^ (n + 1) := by
      funext n
      have hr : poissonWeight S (n + 1) * ((n + 1 : ℕ) : ℝ) = S * poissonWeight S n := by
        unfold poissonWeight
        rw [Nat.factorial_succ]
        push_cast
        field_simp
        ring
      have hc : (poissonWeight S (n + 1) : ℂ) * ((n + 1 : ℕ) : ℂ)
          = (S : ℂ) * (poissonWeight S n : ℂ) := by exact_mod_cast hr
      rw [hc]
      ring
    have h1 : HasSum (fun n : ℕ => (S : ℂ) * z * ((poissonWeight S n : ℂ) * z ^ n))
        ((S : ℂ) * z * E) := hp.mul_left _
    rw [hf] at h1
    exact h1
  have hs : ((√S : ℝ) : ℂ) * ((√S : ℝ) : ℂ) = (S : ℂ) := by
    exact_mod_cast Real.mul_self_sqrt hS.le
  have h0 : ((√S : ℝ) : ℂ) ≠ 0 := by exact_mod_cast (Real.sqrt_pos.mpr hS).ne'
  have hi : ((√S : ℝ) : ℂ)⁻¹ * ((√S : ℝ) : ℂ) = 1 := inv_mul_cancel₀ h0
  have hf : (fun n : ℕ =>
      ((poissonWeight S n * ((n : ℝ) - S) / √S : ℝ) : ℂ) * z ^ n) =
      fun n : ℕ => ((√S : ℝ) : ℂ)⁻¹ * ((poissonWeight S n : ℂ) * (n : ℂ) * z ^ n
        - (S : ℂ) * ((poissonWeight S n : ℂ) * z ^ n)) := by
    funext n
    push_cast
    ring
  have hv : ((√S : ℝ) : ℂ) * (z - 1) * E
      = ((√S : ℝ) : ℂ)⁻¹ * ((S : ℂ) * z * E - (S : ℂ) * E) := by
    linear_combination ((√S : ℝ) : ℂ)⁻¹ * (z - 1) * E * hs
      - ((√S : ℝ) : ℂ) * (z - 1) * E * hi
  rw [hf, hv]
  exact (hg.sub (hp.mul_left (S : ℂ))).mul_left _
```

## (f) The absorption autocorrelation

For S ≥ 0, show that

C(t) = exp(−S(1 − exp(−iωt))).

**Solution.** Replace cₙ² by pₙ using (b), then apply (d) at z = exp(−iωt). Lean makes the same two moves.

With no condition on S the formula fails. Take S = −1: Lean sets √(−1) = 0, so only c₀ = exp(1/2) survives and C(0) = e, whereas the formula gives 1.

```lean
/-- For `S ≥ 0` the absorption autocorrelation function is `exp(-S(1 - exp(-iωt)))`. -/
theorem autocorrelation_eq {S : ℝ} (hS : 0 ≤ S) (ω t : ℝ) :
    autocorrelation S ω t = Complex.exp (-(S : ℂ) * (1 - phase ω t)) := by
  unfold autocorrelation
  simp only [zeroAmp_sq hS]
  exact (poisson_generating S (phase ω t)).tsum_eq
```

## (g) The Raman overlap

For S > 0, express R through C:

R(t) = √S(exp(−iωt) − 1)C(t).

**Solution.** Insert (c) into the definition of R, sum with (e), and recognise the exponential as C(t) by (f). To first order in √S, C(t) is 1 and the two-level overlap returns.

```lean
/-- For `S > 0` the Raman overlap of the fundamental is the absorption autocorrelation
function times `√S (exp(-iωt) - 1)`. -/
theorem ramanOverlap_eq {S : ℝ} (hS : 0 < S) (ω t : ℝ) :
    ramanOverlap S ω t =
      ((√S : ℝ) : ℂ) * (phase ω t - 1) * autocorrelation S ω t := by
  rw [autocorrelation_eq hS.le]
  unfold ramanOverlap
  simp only [oneAmp_mul_zeroAmp hS]
  exact (raman_generating hS (phase ω t)).tsum_eq
```

## (h) Modulus of the autocorrelation

For S ≥ 0, show that

|C(t)| = exp(−S(1 − cos ωt)).

**Solution.** For complex w, |exp(w)| = exp(Re w), and Re z = cos ωt. These are `Complex.norm_exp` and `hre`.

```lean
/-- For `S ≥ 0` the modulus of the autocorrelation function is `exp(-S(1 - cos ωt))`. -/
theorem norm_autocorrelation {S : ℝ} (hS : 0 ≤ S) (ω t : ℝ) :
    ‖autocorrelation S ω t‖ = Real.exp (-(S * (1 - Real.cos (ω * t)))) := by
  have hre : (phase ω t).re = Real.cos (ω * t) := by
    unfold phase
    rw [Complex.exp_ofReal_mul_I_re, Real.cos_neg]
  rw [autocorrelation_eq hS, Complex.norm_exp]
  congr 1
  simp [Complex.mul_re, hre]
```

## (i) Short-time decay

For S ≥ 0, show that as t → 0 with t ≠ 0,

−log|C(t)|/t² → Sω²/2.

**Solution.** By (h) and the half-angle formula,

−log|C(t)|/t² = S(1 − cos ωt)/t² = 2S [sin(ωt/2)/t]².

The bracket tends to ω/2, the derivative of sin(ωt/2) at zero, and the limit follows. Lean reads the bracket as a slope; `𝓝[≠] 0` encodes the approach through nonzero times.

In a mass-weighted coordinate, the upper potential has slope g at the point of vertical excitation, with g² = 2Sω³. The limit is then g²/(4ω), so at fixed ω the initial decay is set by the gradient.

```lean
/-- Short-time limit: for `S ≥ 0`, `-log|C(t)| / t²` tends to `S ω² / 2` as `t` tends to
zero through nonzero times. -/
theorem short_time_limit {S : ℝ} (hS : 0 ≤ S) (ω : ℝ) :
    Tendsto (fun t : ℝ => -Real.log ‖autocorrelation S ω t‖ / t ^ 2)
      (𝓝[≠] 0) (𝓝 (S * ω ^ 2 / 2)) := by
  have h0 : HasDerivAt (fun t : ℝ => ω * t / 2) (ω / 2) 0 := by
    simpa using ((hasDerivAt_id' (0 : ℝ)).const_mul ω).div_const 2
  -- sin(ωt/2)/t tends to ω/2
  have h2 := hasDerivAt_iff_tendsto_slope.mp h0.sin
  convert (h2.pow 2).const_mul (2 * S) using 1
  · funext t
    have hc : Real.cos (ω * t) = 1 - 2 * Real.sin (ω * t / 2) ^ 2 := by
      have h := Real.cos_two_mul (ω * t / 2)
      have h' := Real.sin_sq_add_cos_sq (ω * t / 2)
      rw [show 2 * (ω * t / 2) = ω * t by ring] at h
      linarith
    rw [norm_autocorrelation hS, Real.log_exp, slope_def_field, hc]
    simp only [mul_zero, zero_div, Real.sin_zero, sub_zero]
    ring
  · congr 1
    simp only [mul_zero, zero_div, Real.cos_zero]
    ring
```

## (j) A Gaussian lower bound

For S ≥ 0 and all t, show that

exp(−Sω²t²/2) ≤ |C(t)|.

**Solution.** From cos x ≥ 1 − x²/2 with x = ωt,

S(1 − cos ωt) ≤ Sω²t²/2.

Negate, exponentiate and use (h). Lean multiplies the cosine bound by S in the `nlinarith` step. For S > 0 and ω > 0 the two sides agree only at t = 0. After one period, t = 2π/ω, |C| is back at 1, while the Gaussian has fallen to exp(−2π²S).

```lean
/-- For `S ≥ 0` the Gaussian `exp(-S ω² t² / 2)` is a lower bound on the modulus of the
autocorrelation function at all times. -/
theorem gaussian_le_norm_autocorrelation {S : ℝ} (hS : 0 ≤ S) (ω t : ℝ) :
    Real.exp (-(S * ω ^ 2 / 2 * t ^ 2)) ≤ ‖autocorrelation S ω t‖ := by
  rw [norm_autocorrelation hS]
  apply Real.exp_le_exp.mpr
  have h : 1 - (ω * t) ^ 2 / 2 ≤ Real.cos (ω * t) := Real.one_sub_sq_div_two_le_cos
  nlinarith [mul_le_mul_of_nonneg_left h hS]

end

end DisplacedOscillatorScattering
```

```lean
#print axioms DisplacedOscillatorScattering.ramanOverlap_eq
-- 'DisplacedOscillatorScattering.ramanOverlap_eq' depends on axioms: [propext, Classical.choice, Quot.sound]
#print axioms DisplacedOscillatorScattering.short_time_limit
-- 'DisplacedOscillatorScattering.short_time_limit' depends on axioms: [propext, Classical.choice, Quot.sound]
#print axioms DisplacedOscillatorScattering.gaussian_le_norm_autocorrelation
-- 'DisplacedOscillatorScattering.gaussian_le_norm_autocorrelation' depends on axioms: [propext, Classical.choice, Quot.sound]
```
